# A positive definite matrix whose diagonal obeys the triangle inequality but which is not the inertia tensor of any finite set of positive point masses

The inertia tensor here is taken about the origin, for finitely many point masses at fixed positions in three-dimensional space. The theorem concerns the symmetric matrix with rows (2, 1, 0), (1, 2, 0) and (0, 0, 1): it is positive definite and none of its diagonal entries exceeds the sum of two diagonal entries, yet no finite set of positive point masses has it as inertia tensor. The attempt proves positivity by writing the quadratic form as a sum of squares, and checks the diagonal inequalities case by case. For the last claim it uses an earlier lemma, that an off-diagonal entry is at most half the moment about the remaining axis in absolute value, which for this matrix would require 1 ≤ 1/2.

The failing Lean file:

```lean
import Mathlib

open Matrix

namespace ProductOfInertia

noncomputable section

variable {ι : Type*} [Fintype ι]

/-- The inertia tensor about the origin of point masses `m a` at positions `r a`. -/
def inertiaTensor (m : ι → ℝ) (r : ι → Fin 3 → ℝ) : Matrix (Fin 3) (Fin 3) ℝ :=
  Matrix.of fun i j => ∑ a, m a * ((if i = j then r a ⬝ᵥ r a else 0) - r a i * r a j)

/-- A sum over the three Cartesian axes, written out for any ordering of the axes. -/
theorem sum_axes {i j k : Fin 3} (hij : i ≠ j) (hjk : j ≠ k) (hik : i ≠ k)
    (f : Fin 3 → ℝ) : ∑ l, f l = f i + f j + f k := by
  have h : ∀ i j k : Fin 3, i ≠ j → j ≠ k → i ≠ k →
      (Finset.univ : Finset (Fin 3)) = {i, j, k} := by decide
  rw [h i j k hij hjk hik, Finset.sum_insert (by simp [hij, hik]), Finset.sum_pair hjk]
  ring

/-- An off-diagonal entry of the inertia tensor is minus the mass-weighted sum of
products of the two coordinates. -/
theorem offdiag_eq (m : ι → ℝ) (r : ι → Fin 3 → ℝ) {i j : Fin 3} (hij : i ≠ j) :
    inertiaTensor m r i j = -∑ a, m a * (r a i * r a j) := by
  simp only [inertiaTensor, Matrix.of_apply, if_neg hij, zero_sub, mul_neg,
    Finset.sum_neg_distrib]

/-- The moment of inertia about one axis is the mass-weighted sum of the squares of the
other two coordinates. -/
theorem moment_eq (m : ι → ℝ) (r : ι → Fin 3 → ℝ) {i j k : Fin 3}
    (hij : i ≠ j) (hjk : j ≠ k) (hik : i ≠ k) :
    inertiaTensor m r k k = ∑ a, m a * (r a i ^ 2 + r a j ^ 2) := by
  simp only [inertiaTensor, Matrix.of_apply, ↓reduceIte]
  refine Finset.sum_congr rfl fun a _ => ?_
  have h : r a ⬝ᵥ r a = r a i * r a i + r a j * r a j + r a k * r a k :=
    sum_axes hij hjk hik (fun l => r a l * r a l)
  rw [h]
  ring

/-- Half the moment about axis `k`, plus or minus the off-diagonal entry `i j`, is half a
mass-weighted sum of squares of coordinate differences or sums. -/
theorem half_moment_add_sub (m : ι → ℝ) (r : ι → Fin 3 → ℝ) {i j k : Fin 3}
    (hij : i ≠ j) (hjk : j ≠ k) (hik : i ≠ k) :
    inertiaTensor m r k k / 2 + inertiaTensor m r i j
        = (∑ a, m a * (r a i - r a j) ^ 2) / 2 ∧
    inertiaTensor m r k k / 2 - inertiaTensor m r i j
        = (∑ a, m a * (r a i + r a j) ^ 2) / 2 := by
  have h1 : ∑ a, m a * (r a i - r a j) ^ 2
      = ∑ a, m a * (r a i ^ 2 + r a j ^ 2) - 2 * ∑ a, m a * (r a i * r a j) := by
    rw [Finset.mul_sum, ← Finset.sum_sub_distrib]
    exact Finset.sum_congr rfl fun a _ => by ring
  have h2 : ∑ a, m a * (r a i + r a j) ^ 2
      = ∑ a, m a * (r a i ^ 2 + r a j ^ 2) + 2 * ∑ a, m a * (r a i * r a j) := by
    rw [Finset.mul_sum, ← Finset.sum_add_distrib]
    exact Finset.sum_congr rfl fun a _ => by ring
  rw [moment_eq m r hij hjk hik, offdiag_eq m r hij, h1, h2]
  constructor <;> ring

/-- For non-negative masses, an off-diagonal entry of the inertia tensor is at most half
the moment about the remaining axis in absolute value. -/
theorem abs_offdiag_le (m : ι → ℝ) (r : ι → Fin 3 → ℝ) (hm : ∀ a, 0 ≤ m a)
    {i j k : Fin 3} (hij : i ≠ j) (hjk : j ≠ k) (hik : i ≠ k) :
    |inertiaTensor m r i j| ≤ inertiaTensor m r k k / 2 := by
  obtain ⟨h1, h2⟩ := half_moment_add_sub m r hij hjk hik
  have p1 : 0 ≤ ∑ a, m a * (r a i - r a j) ^ 2 :=
    Finset.sum_nonneg fun a _ => mul_nonneg (hm a) (sq_nonneg _)
  have p2 : 0 ≤ ∑ a, m a * (r a i + r a j) ^ 2 :=
    Finset.sum_nonneg fun a _ => mul_nonneg (hm a) (sq_nonneg _)
  exact abs_le.mpr ⟨by linarith, by linarith⟩

/-- The symmetric matrix with rows (2, 1, 0), (1, 2, 0) and (0, 0, 1). -/
def suspectTensor : Matrix (Fin 3) (Fin 3) ℝ := !![2, 1, 0; 1, 2, 0; 0, 0, 1]

/-- The suspect tensor is positive definite and none of its diagonal entries exceeds the sum
of two diagonal entries, yet no finite set of positive point masses has it as inertia tensor. -/
theorem suspectTensor_not_realizable :
    (∀ x : Fin 3 → ℝ, x ≠ 0 → 0 < x ⬝ᵥ suspectTensor *ᵥ x) ∧
    (∀ i j k, suspectTensor k k ≤ suspectTensor i i + suspectTensor j j) ∧
    ¬ ∃ (n : ℕ) (m : Fin n → ℝ) (r : Fin n → Fin 3 → ℝ),
      (∀ a, 0 < m a) ∧ inertiaTensor m r = suspectTensor := by
  refine ⟨fun x hx => ?_, fun i j k => ?_, ?_⟩
  · have e : x ⬝ᵥ suspectTensor *ᵥ x
        = x 0 ^ 2 + x 1 ^ 2 + (x 0 + x 1) ^ 2 + x 2 ^ 2 := by
      simp [suspectTensor, Matrix.mulVec, dotProduct, Fin.sum_univ_succ]
      ring
    rw [e]
    by_contra h
    have h' := le_of_not_gt h
    have s0 := sq_nonneg (x 0)
    have s1 := sq_nonneg (x 1)
    have s2 := sq_nonneg (x 2)
    have s3 := sq_nonneg (x 0 + x 1)
    have h0 : x 0 = 0 := (pow_eq_zero_iff two_ne_zero).mp (by linarith : x 0 ^ 2 = 0)
    have h1 : x 1 = 0 := (pow_eq_zero_iff two_ne_zero).mp (by linarith : x 1 ^ 2 = 0)
    have h2 : x 2 = 0 := (pow_eq_zero_iff two_ne_zero).mp (by linarith : x 2 ^ 2 = 0)
    apply hx
    ext l
    fin_cases l
    exacts [h0, h1, h2]
  · fin_cases i <;> fin_cases j <;> fin_cases k <;> norm_num [suspectTensor]
  · rintro ⟨n, m, r, hm, h⟩
    -- the product test fails: 1 is larger than 1/2
    have hb := abs_offdiag_le m r (fun a => (hm a).le)
      (i := 0) (j := 1) (k := 2) (by decide) (by decide) (by decide)
    rw [h] at hb
    norm_num [suspectTensor] at hb

end

end ProductOfInertia
```

The error:

```
Main.lean:103:2: error: unsolved goals
case refine_3
n : ℕ
m : Fin n → ℝ
r : Fin n → Fin 3 → ℝ
hm : ∀ (a : Fin n), 0 < m a
h : inertiaTensor m r = suspectTensor
hb : 1 ≤ vecCons (![2, 1, 0] 2) (fun i => vecCons (![1, 2, 0] 2) (fun i => ![0, 0, 1] 2) i) 2 / 2
⊢ False
```

The repair, with which the file compiles:

```diff
@@ -105,6 +105,8 @@
     have hb := abs_offdiag_le m r (fun a => (hm a).le)
       (i := 0) (j := 1) (k := 2) (by decide) (by decide) (by decide)
-    rw [h] at hb
-    norm_num [suspectTensor] at hb
+    have e1 : suspectTensor 0 1 = 1 := rfl
+    have e2 : suspectTensor 2 2 = 1 := rfl
+    rw [h, e1, e2] at hb
+    norm_num at hb
 
 end
```

Diagnosis. The message says that the third part of the proof ends with `False` still to be proved. The hypothesis `hb` should have become the false inequality 1 ≤ 1/2, which would have closed the goal. Its left side did become 1, but on the right `norm_num [suspectTensor]` unfolded the matrix without finishing the lookup of the entry at row 2, column 2. What remains is a `vecCons` expression applied to 2, whose tail is a `fun` and not a literal vector. With that entry not reduced to a number, `norm_num` could not see that `hb` is false.

The repair states the two entries needed, `suspectTensor 0 1 = 1` and `suspectTensor 2 2 = 1`, and proves each by `rfl`, since both hold by unfolding definitions. Rewriting with `h`, `e1` and `e2` turns `hb` into |1| ≤ 1/2, and `norm_num`, which no longer has to unfold the matrix, refutes this and closes the goal. Putting `h` in the same `rw` as the two new equations is mere tidying.
